# A determinant of projected overlaps that vanishes at the eigenvalues in a trial state of N eigenvectors

The projector is modelled as a linear operator \(G\) on a vector space \(V\) over a field \(K\), and the trial state as a combination of \(N\) eigenvectors of \(G\). The space may have any dimension; only the number of eigenvectors in the trial state is finite. The word "projector" has its Monte Carlo meaning: an operator that is applied again and again to filter a state, such as \(e^{-\tau H}\) for a Hamiltonian \(H\) and an imaginary-time step \(\tau\), in units with \(\hbar=1\). It need not satisfy \(G^2=G\), and it need not be Hermitian.

The guiding state enters only through its overlaps with other states, so it is a linear functional \(a:V\to K\), with \(a(\phi)\) in the role of \(\langle a|\phi\rangle\). The data are the projected overlaps \(a(G^n\psi)\) for \(n=0,1,2,\dots\), taken as exact numbers without statistical noise.

The indices of levels and of matrix entries run from \(0\) to \(N-1\), as they do for Lean's type `Fin N`. The code first fixes the field and the number of levels.

```lean
import Mathlib

open Matrix

namespace ProjectedOverlapSpectrum

variable {K : Type*} [Field K] {N : ℕ}
```

Given levels \(x_i\) and weights \(c_i\) in \(K\), the moments are
\[
m_n=\sum_{i=0}^{N-1} c_i x_i^n ,\qquad x_i^0=1 \text{ even for } x_i=0 .
\]

```lean
/-- The moment `m_n = ∑ c_i x_i ^ n` of `N` levels `x_i` with weights `c_i`. -/
def moment (c x : Fin N → K) (n : ℕ) : K := ∑ i, c i * x i ^ n
```

The Hankel matrix of a sequence \(m\) has the entries \(m_{i+j}\). It is defined for any sequence, so it applies equally to moments and to overlaps.

```lean
/-- The `N` by `N` matrix with entries `m_(i+j)` built from a sequence of overlaps. -/
def hankel (N : ℕ) (m : ℕ → K) : Matrix (Fin N) (Fin N) K :=
  Matrix.of fun i j => m ((i : ℕ) + j)
```

For a trial eigenvalue \(z\in K\), the pencil has the entries \(m_{i+j+1}-z\,m_{i+j}\). For \(N\ge 1\) it uses the \(2N\) numbers \(m_0,\dots,m_{2N-1}\).

```lean
/-- The `N` by `N` matrix with entries `m_(i+j+1) - z m_(i+j)` built from a sequence of
overlaps and a trial eigenvalue `z`. -/
def pencil (N : ℕ) (m : ℕ → K) (z : K) : Matrix (Fin N) (Fin N) K :=
  Matrix.of fun i j => m ((i : ℕ) + j + 1) - z * m ((i : ℕ) + j)
```

The projected overlap is `a ((G ^ n) ψ)`, where the power means repeated application and \(G^0\) is the identity.

```lean
/-- The overlap `⟨a| G ^ n |ψ⟩` of a guiding state `a` with the trial state `ψ` after `n`
applications of the projector `G`. -/
def projectedOverlap {V : Type*} [AddCommGroup V] [Module K V]
    (a : V →ₗ[K] K) (G : Module.End K V) (ψ : V) (n : ℕ) : K := a ((G ^ n) ψ)
```

## (a) Factor the Hankel matrix of the moments

**Task.** Write the matrix with entries \(m_{i+j}\) as a product of a diagonal matrix and two Vandermonde matrices.

**Solution.** Let \(W\) be the Vandermonde matrix with entries \(W_{kj}=x_k^{\,j}\), and let \(D\) be the diagonal matrix with entries \(c_k\). Then
\[
(W^{T}DW)_{ij}=\sum_k x_k^{\,i}\,c_k\,x_k^{\,j}=\sum_k c_k x_k^{\,i+j}=m_{i+j}.
\]
The transpose appears without complex conjugation, also when \(K=\mathbb C\).

```lean
/-- The Hankel matrix of the moments is a diagonal matrix of weights between two
Vandermonde matrices of the levels. -/
theorem hankel_factorization (c x : Fin N → K) :
    hankel N (moment c x) = (vandermonde x)ᵀ * diagonal c * vandermonde x := by
  ext i j
  rw [Matrix.mul_apply]
  simp only [Matrix.mul_diagonal, Matrix.transpose_apply, Matrix.vandermonde_apply,
    hankel, Matrix.of_apply, moment]
  refine Finset.sum_congr rfl fun k _ => ?_
  ring
```

The proof compares entries with `ext i j`, unfolds the matrix product into the sum over \(k\), and lets `ring` identify the summands.

## (b) Evaluate the Hankel determinant

**Task.** Show that the determinant of the Hankel matrix is the product of the weights times the product of the squared level differences.

**Solution.** The determinant is multiplicative and unchanged by transposition, so part (a) gives \(\det(W^TDW)=(\det W)^2\prod_i c_i\). The Vandermonde determinant is \(\det W=\prod_{i<j}(x_j-x_i)\). The order of each difference does not matter after squaring, hence
\[
\det\,(m_{i+j})=\prod_i c_i\;\prod_{i<j}(x_i-x_j)^2 .
\]
For \(N=1\) the second product is empty and the determinant is \(c_0\). For \(N=0\) both sides are \(1\).

```lean
/-- The Hankel determinant of the moments is the product of the weights times the product
of the squared level differences. -/
theorem det_hankel (c x : Fin N → K) :
    (hankel N (moment c x)).det =
      (∏ i, c i) * ∏ i, ∏ j ∈ Finset.Ioi i, (x i - x j) ^ 2 := by
  -- the squared differences are the square of the Vandermonde determinant
  have h : ∏ i, ∏ j ∈ Finset.Ioi i, (x i - x j) ^ 2 =
      (∏ i, ∏ j ∈ Finset.Ioi i, (x j - x i)) ^ 2 := by
    rw [← Finset.prod_pow]
    refine Finset.prod_congr rfl fun i _ => ?_
    rw [← Finset.prod_pow]
    refine Finset.prod_congr rfl fun j _ => ?_
    ring
  rw [hankel_factorization, Matrix.det_mul, Matrix.det_mul, Matrix.det_transpose,
    Matrix.det_diagonal, Matrix.det_vandermonde, h]
  ring
```

The product over pairs is written as a double product in which `Finset.Ioi i` supplies the indices \(j>i\). The auxiliary statement `h` moves the square outside both products and reverses the differences. The remaining rewrites take the determinant of each factor in turn.

## (c) Absorb the trial eigenvalue into the weights

**Task.** Show that the pencil at \(z\) is again a Hankel matrix of moments, with the same levels and new weights.

**Solution.** Insert the moments into one entry:
\[
m_{i+j+1}-z\,m_{i+j}=\sum_k c_k x_k^{\,i+j+1}-z\sum_k c_k x_k^{\,i+j}
=\sum_k c_k(x_k-z)\,x_k^{\,i+j}.
\]
This is the moment of order \(i+j\) for the weights \(c_k(x_k-z)\).

```lean
/-- Shifting by a trial eigenvalue `z` turns the weights `c_i` of the Hankel matrix
into `c_i (x_i - z)`. -/
theorem pencil_eq_hankel (c x : Fin N → K) (z : K) :
    pencil N (moment c x) z = hankel N (moment (fun k => c k * (x k - z)) x) := by
  ext i j
  simp only [pencil, hankel, Matrix.of_apply, moment, Finset.mul_sum]
  rw [← Finset.sum_sub_distrib]
  refine Finset.sum_congr rfl fun k _ => ?_
  ring
```

In Lean the factor \(z\) is first taken inside the sum by `Finset.mul_sum`. The two sums are then merged by `Finset.sum_sub_distrib` and compared term by term.

## (d) Evaluate the pencil determinant

**Task.** Find the determinant of the \(N\) by \(N\) matrix with entries \(m_{i+j+1}-z\,m_{i+j}\).

**Solution.** By part (c) this is a Hankel determinant with weights \(c_i(x_i-z)\). Part (b) holds for arbitrary weights, so
\[
\det\,(m_{i+j+1}-z\,m_{i+j})=\prod_i c_i(x_i-z)\;\prod_{i<j}(x_i-x_j)^2 .
\]

```lean
/-- The determinant with entries `m_(i+j+1) - z m_(i+j)` equals the product of all
`c_i (x_i - z)` times the product over `i < j` of `(x_i - x_j) ^ 2`. -/
theorem det_pencil (c x : Fin N → K) (z : K) :
    (pencil N (moment c x) z).det =
      (∏ i, c i * (x i - z)) * ∏ i, ∏ j ∈ Finset.Ioi i, (x i - x j) ^ 2 := by
  rw [pencil_eq_hankel, det_hankel]
```

The proof is the same two substitutions. The identity needs no condition on the weights or levels: zero weights and coincident levels are allowed, and both sides then vanish.

The formula also shows a difficulty with sampled data. If two levels lie close together, the factor \((x_i-x_j)^2\) is small, and with the other factors held fixed the determinant is small as well. Errors in the overlaps can then shift its zeros by much more than the size of the errors.

## (e) Find every way in which the determinant can vanish

**Task.** State when the determinant in part (d) is zero.

**Solution.** In a field a finite product is zero exactly when one of its factors is zero. A factor \(c_i(x_i-z)\) vanishes when \(c_i=0\) or \(x_i=z\). A factor \((x_i-x_j)^2\) vanishes when \(x_i=x_j\). The determinant is therefore zero if and only if at least one of the following holds:

- some weight \(c_i\) is zero;
- \(z\) is one of the levels;
- two levels with different indices coincide.

Only the second condition involves \(z\). If the first or the third holds, the determinant is zero for every \(z\) and says nothing about the spectrum.

```lean
/-- The determinant vanishes exactly when a weight is zero, or `z` is one of the levels,
or two levels coincide. -/
theorem det_pencil_eq_zero_iff (c x : Fin N → K) (z : K) :
    (pencil N (moment c x) z).det = 0 ↔
      (∃ i, c i = 0) ∨ (∃ i, x i = z) ∨ ∃ i j, i < j ∧ x i = x j := by
  rw [det_pencil]
  simp only [mul_eq_zero, Finset.prod_eq_zero_iff, Finset.mem_univ, true_and,
    Finset.mem_Ioi, pow_eq_zero_iff two_ne_zero, sub_eq_zero, exists_or, or_assoc]
```

After the rewrite with `det_pencil`, a single `simp only` call applies the rule for zero products to each layer of the formula and sorts the result into the three alternatives.

## (f) Recognise the projected overlaps as moments

**Task.** Let \(Gu_i=x_iu_i\) for each \(i\), and let \(\psi=\sum_i\beta_iu_i\). Show that the projected overlaps \(a(G^n\psi)\) are moments, and find their weights.

**Solution.** First, \(G^nu_i=x_i^nu_i\), by induction on \(n\). For \(n=0\) both sides are \(u_i\). For the step, apply \(G\) once and then \(G^n\):
\[
G^{n+1}u_i=G^n(x_iu_i)=x_i\,G^nu_i=x_i\,x_i^n u_i=x_i^{n+1}u_i .
\]
Linearity of \(G^n\) and of \(a\) then gives
\[
a(G^n\psi)=\sum_i\beta_i\,a(x_i^nu_i)=\sum_i\beta_i\,a(u_i)\,x_i^n .
\]
The weights are \(c_i=\beta_i\,a(u_i)\): the amplitude of the eigenvector in the trial state times its overlap with the guiding state. Rescaling \(u_i\) by a nonzero factor and \(\beta_i\) by its inverse leaves \(c_i\) unchanged, so the eigenvectors need not be normalised.

```lean
section Projection

variable {V : Type*} [AddCommGroup V] [Module K V]

/-- For a trial state `∑ β_i u_i` made of eigenvectors of the projector, the projected
overlaps are moments of the eigenvalues with weights `β_i ⟨a|u_i⟩`. -/
theorem projectedOverlap_eq_moment (a : V →ₗ[K] K) (G : Module.End K V)
    (u : Fin N → V) (x β : Fin N → K) (hu : ∀ i, G (u i) = x i • u i) :
    projectedOverlap a G (∑ i, β i • u i) = moment (fun i => β i * a (u i)) x := by
  -- each application of the projector multiplies an eigenvector by its eigenvalue
  have h : ∀ (n : ℕ) (i : Fin N), (G ^ n) (u i) = x i ^ n • u i := by
    intro n i
    induction n with
    | zero => simp
    | succ n ih =>
      rw [pow_succ, Module.End.mul_apply, hu, map_smul, ih, smul_smul, ← pow_succ']
  funext n
  simp only [projectedOverlap, moment, map_sum, map_smul, h, smul_eq_mul]
  refine Finset.sum_congr rfl fun i _ => ?_
  ring
```

The hypothesis `hu` is the eigenvalue equation, with `•` for multiplication of a vector by a scalar. The inner statement `h` is the induction above. The theorem equates two whole sequences, and `funext n` reduces this to a single order \(n\).

## (g) Read the eigenvalues from the zeros

**Task.** Suppose that the eigenvalues \(x_i\) are distinct and that all \(\beta_i\) and all \(a(u_i)\) are nonzero. Show that the determinant built from the projected overlaps vanishes at \(z\) exactly when \(z\) is one of the \(x_i\).

**Solution.** By part (f) the overlaps are moments with weights \(\beta_ia(u_i)\), so part (e) lists the possible causes of a zero. A weight is a product of two nonzero numbers and cannot vanish. Two levels with different indices cannot coincide. The only remaining cause is \(z=x_i\) for some \(i\). Conversely, if \(z=x_i\), the determinant vanishes by the second condition of part (e).

```lean
/-- If the `N` eigenvalues in the trial state are distinct, and each eigenvector has a nonzero
coefficient in the trial state and a nonzero overlap with the guiding state, the determinant built
from the projected overlaps vanishes at `z` exactly when `z` is one of these eigenvalues. -/
theorem spectrum_from_projectedOverlap (a : V →ₗ[K] K) (G : Module.End K V)
    (u : Fin N → V) (x β : Fin N → K) (hu : ∀ i, G (u i) = x i • u i)
    (hx : Function.Injective x) (hβ : ∀ i, β i ≠ 0) (ha : ∀ i, a (u i) ≠ 0) (z : K) :
    (pencil N (projectedOverlap a G (∑ i, β i • u i)) z).det = 0 ↔ ∃ i, x i = z := by
  rw [projectedOverlap_eq_moment a G u x β hu, det_pencil_eq_zero_iff]
  constructor
  · rintro (⟨i, hi⟩ | h | ⟨i, j, hij, h⟩)
    · exact absurd hi (mul_ne_zero (hβ i) (ha i))
    · exact h
    · exact absurd (hx h) (ne_of_lt hij)
  · intro h
    exact Or.inr (Or.inl h)

end Projection
```

Distinctness is expressed by `Function.Injective x`. The `rintro` line splits the three alternatives of part (e); the first and third contradict the hypotheses, and the second is the claim.

The conditions have a direct physical meaning. A coefficient \(\beta_i=0\) means that the eigenvector is absent from the trial state, and \(a(u_i)=0\) means that the guiding state does not see it, for instance because the two differ in symmetry. Equal eigenvalues mean that repeated projection cannot separate two components.

Small examples over \(\mathbb Q\) show what fails without each hypothesis:

- **A zero amplitude or overlap.** Take \(N=2\), \(V=\mathbb Q^2\), let \(G\) be diagonal with entries \(3\) and \(1\), and let \(u_0=(1,0)\) and \(u_1=(0,1)\). For a zero amplitude, let \(\beta_0=1\), \(\beta_1=0\) and let \(a\) add the two components. For a zero overlap, let \(\beta_0=\beta_1=1\) and let \(a\) read off the first component. In both cases the overlaps are \(3^n\) and the pencil has the entries \(3^{i+j}(3-z)\). The determinant is zero for every \(z\), for instance at \(z=0\), which is not an eigenvalue.
- **Equal eigenvalues.** Take \(N=2\), \(V=\mathbb Q^2\), \(G=1\), \(u_0=(1,0)\), \(u_1=(0,1)\) and \(\beta_0=\beta_1=1\), and let \(a\) add the two components. Every overlap is \(2\), and all four entries of the pencil equal \(2-2z\). The determinant is zero for every \(z\), although the only eigenvalue is \(1\).
- **A vector that is not an eigenvector.** Take \(N=1\), let \(G\) be the matrix with rows \((2,1)\) and \((1,2)\), let \(\psi=u_0=(1,0)\), and let \(a\) read off the first component. The determinant is \(2-z\), with its zero at \(2\), while the eigenvalues of \(G\) are \(3\) and \(1\).

The last example shows the link with the mixed estimator. For \(N=1\) and \(a(\psi)\neq0\), the zero of the determinant is the quotient \(a(G\psi)/a(\psi)\), which is the mixed estimate of \(G\). For projection Monte Carlo, the theorem says that exact overlaps of a trial state with \(N\) visible, non-degenerate components fix the \(N\) eigenvalues of \(G\) that occur in this trial state, excited levels included. It gives no error bound for noisy overlaps or for a trial state with further components. The zeros are eigenvalues of \(G\), not energies; for \(G=e^{-\tau H}\) with real energies and \(\tau>0\), a level \(x_i\) corresponds to the energy \(-\ln(x_i)/\tau\).

## (h) Check the hypotheses on a two-level projector

**Task.** Give an explicit operator, trial state and guiding state that satisfy all hypotheses of part (g).

**Solution.** Take
\[
G=\begin{pmatrix}2&1\\1&2\end{pmatrix},\qquad u_0=(1,1),\quad u_1=(1,-1),\qquad \beta_0=1,\quad \beta_1=2,
\]
and let \(a\) read off the first component. Then \(Gu_0=(3,3)=3u_0\) and \(Gu_1=(1,-1)=u_1\), so the eigenvalues are \(3\) and \(1\), which are distinct. The amplitudes are nonzero, and \(a(u_0)=a(u_1)=1\).

The trial state is \(\psi=(3,-1)\), of norm \(\sqrt{10}\). With \(\psi\) and both eigenvectors normalised, the amplitudes are \(1/\sqrt5\) and \(2/\sqrt5\), and each eigenvector has overlap \(1/\sqrt2\) with the guiding state.

With the unnormalised vectors the overlaps are \(m_n=3^n+2\), that is \(3,5,11,29\) for \(n=0,\dots,3\), and
\[
\det\begin{pmatrix}5-3z&11-5z\\11-5z&29-11z\end{pmatrix}=8z^2-32z+24=8(z-1)(z-3).
\]
The zeros are the two eigenvalues, and the prefactor \(8\) agrees with part (d): the weights contribute \(1\cdot2\) and the squared difference contributes \((3-1)^2\).

```lean
/-- The two-level projector with rows `(2, 1)` and `(1, 2)`, its eigenvectors `(1, 1)` and
`(1, -1)` with eigenvalues `3` and `1`, the amplitudes `1` and `2`, and the first basis state
as guide meet all hypotheses of `spectrum_from_projectedOverlap`. -/
theorem spectrum_from_projectedOverlap_witness :
    (∀ i : Fin 2, Matrix.toLin' (!![2, 1; 1, 2] : Matrix (Fin 2) (Fin 2) ℚ)
        ((![![1, 1], ![1, -1]] : Fin 2 → Fin 2 → ℚ) i) =
      (![3, 1] : Fin 2 → ℚ) i • (![![1, 1], ![1, -1]] : Fin 2 → Fin 2 → ℚ) i) ∧
    Function.Injective (![3, 1] : Fin 2 → ℚ) ∧
    (∀ i : Fin 2, (![1, 2] : Fin 2 → ℚ) i ≠ 0) ∧
    (∀ i : Fin 2, (LinearMap.proj 0 : (Fin 2 → ℚ) →ₗ[ℚ] ℚ)
        ((![![1, 1], ![1, -1]] : Fin 2 → Fin 2 → ℚ) i) ≠ 0) := by
  refine ⟨?_, ?_, ?_, ?_⟩
  · intro i
    ext j
    fin_cases i <;> fin_cases j <;>
      simp [Matrix.toLin'_apply, Matrix.mulVec, dotProduct, Fin.sum_univ_succ] <;> norm_num
  · intro i j h
    fin_cases i <;> fin_cases j <;> simp_all
  · intro i
    fin_cases i <;> simp
  · intro i
    fin_cases i <;> simp

end ProjectedOverlapSpectrum
```

The Lean statement covers the four hypotheses, in the order eigenvalue equation, distinctness, amplitudes, guiding overlaps; the determinant just computed is an illustration by hand. `Matrix.toLin'` turns the matrix into a linear operator, and `LinearMap.proj 0` is the first component. The proof runs through the two index values with `fin_cases` and settles the resulting arithmetic by simplification.

```lean
#print axioms ProjectedOverlapSpectrum.spectrum_from_projectedOverlap
```

```
'ProjectedOverlapSpectrum.spectrum_from_projectedOverlap' depends on axioms: [propext, Classical.choice, Quot.sound]
```
